# Two-state energies bound the energy lost by discarding candidates when all candidates lie above the reference and no two of them couple

In a selected configuration interaction calculation I have a reference state and a list of candidate states, and I want to keep only some of them. Adaptive CI ranks each candidate by solving a two-state problem, the reference plus that candidate alone, and the energy changes found for the discarded candidates, relative to the reference, are then added up as an estimate of what was neglected.

Put the reference at energy 0, and let it couple by real \(V_k\) to candidates at energies \(D_k>0\) that do not couple to each other. Let \(E\) be the lowest eigenvalue of the full matrix and \(e_k\) the lowest eigenvalue of \(\begin{pmatrix}0&V_k\\V_k&D_k\end{pmatrix}\). I believe that \(\sum_k e_k\le E\le e_j\) for every \(j\), and that the summed estimates of the discarded candidates also bound the neglected energy when some candidates are kept. Can this be made rigorous and checked by machine?

## The secular equation gives both bounds

Yes, for this model. Let \(c_0\) be the amplitude of the reference and \(c_k\) that of candidate \(k\). The eigenvalue equations at energy \(x\) are

\[
\sum_k V_k c_k = x c_0,\qquad V_k c_0 + D_k c_k = x c_k .
\]

For \(x\le 0\) we have \(D_k-x>0\), so \(c_k=-V_kc_0/(D_k-x)\). If \(c_0\) were zero, every amplitude would vanish, so \(c_0\ne0\). Inserting \(c_k\) into the first equation and dividing by \(c_0\) gives

\[
F(x)=x+\sum_k\frac{V_k^2}{D_k-x}=0 .
\]

Conversely, a root \(x\le0\) gives the eigenvector with \(c_0=1\) and \(c_k=-V_k/(D_k-x)\). To normalise it, divide by \(\sqrt{1+\sum_k V_k^2/(D_k-x)^2}\).

For \(x\le0\) each fraction is nondecreasing in \(x\), and the term \(x\) itself increases strictly, so \(F\) is strictly increasing. At the second-order energy \(a=-\sum_k V_k^2/D_k\le0\) we find \(F(a)\le a+\sum_k V_k^2/D_k=0\), while \(F(0)\ge0\). By continuity \(F\) has a root in \([a,0]\), and it is the only nonpositive one. Any lower level would be a second nonpositive root, so this root is \(E\). The same argument with one candidate gives \(e_k\le0\) and

\[
e_k+\frac{V_k^2}{D_k-e_k}=0 .
\]

Now keep only the candidates in a set \(s\), and let \(E_s\le0\) be the resulting ground energy, so that \(E_s+\sum_{k\in s}V_k^2/(D_k-E_s)=0\). Set \(T=E_s+\sum_{k\notin s}e_k\). Since all these energies are nonpositive, \(T\le E_s\), and \(T\le e_k\) for every discarded \(k\). Monotonicity of the fractions gives

\[
F(T)\le T+\sum_{k\in s}\frac{V_k^2}{D_k-E_s}+\sum_{k\notin s}\frac{V_k^2}{D_k-e_k}
=T-E_s-\sum_{k\notin s}e_k=0=F(E),
\]

hence \(T\le E\). Also \(F(E_s)=\sum_{k\notin s}V_k^2/(D_k-E_s)\ge0\), hence \(E\le E_s\). Together,

\[
\sum_{k\notin s}e_k\le E-E_s\le0 .
\]

With \(s\) empty, \(E_s=0\) and the left inequality becomes \(\sum_k e_k\le E\). For the other bound, keep only the \(j\)th fraction: \(F(e_j)\ge e_j+V_j^2/(D_j-e_j)=0\), so \(E\le e_j\).

## Two equal candidates, without and with mutual coupling

Take two candidates with \(D_1=D_2=2\) and \(V_1=V_2=1\). Each two-state energy is \(e_k=1-\sqrt2\approx-0.414\). In the full problem the reference couples only to the normalised symmetric combination of the candidates, with strength \(\sqrt2\), so \(E=1-\sqrt3\approx-0.732\). Indeed \(-0.828\le-0.732\le-0.414\). If one candidate is kept, the neglected energy is \(E-E_s=\sqrt2-\sqrt3\approx-0.318\), which lies between \(-0.414\) and 0.

Now let the two candidates couple to each other with matrix element \(-2\). The symmetric combination moves down to energy 0, and the ground energy becomes \(-\sqrt2\approx-1.414\). The two-state energies are unchanged and still sum to about \(-0.828\), which is now above the ground energy. The lower bound can therefore fail when candidates interact.

## The Lean file

```lean
import Mathlib

open Matrix

namespace SelectedCI

noncomputable section

/-- The number `x` is an energy level of the real matrix `A`: it has a nonzero eigenvector. -/
def IsLevel {n : Type*} [Fintype n] (A : Matrix n n ℝ) (x : ℝ) : Prop :=
  ∃ v : n → ℝ, v ≠ 0 ∧ A *ᵥ v = x • v

/-- The ground energy of `A` is its lowest energy level. -/
def IsGroundEnergy {n : Type*} [Fintype n] (A : Matrix n n ℝ) (E : ℝ) : Prop :=
  IsLeast {x | IsLevel A x} E

/-- The Hamiltonian of a reference (`none`) at energy 0, coupled by `V k` to candidates
`some k` at energies `D k` that do not couple to each other. -/
def ciMatrix {ι : Type*} [DecidableEq ι] (D V : ι → ℝ) : Matrix (Option ι) (Option ι) ℝ
  | none, none => 0
  | none, some k => V k
  | some k, none => V k
  | some k, some l => if k = l then D k else 0

/-- The secular function `x + ∑ V k ^ 2 / (D k - x)`. -/
def secular {ι : Type*} [Fintype ι] (D V : ι → ℝ) (x : ℝ) : ℝ :=
  x + ∑ k, V k ^ 2 / (D k - x)

private lemma term_mono {d v x y : ℝ} (hd : 0 < d) (hxy : x ≤ y) (hy : y ≤ 0) :
    v ^ 2 / (d - x) ≤ v ^ 2 / (d - y) :=
  div_le_div_of_nonneg_left (sq_nonneg v) (by linarith) (by linarith)

variable {ι : Type*} [Fintype ι] {D V : ι → ℝ}

/-- With all candidates above the reference, the secular function is strictly increasing
at nonpositive energies. -/
theorem secular_lt (hD : ∀ k, 0 < D k) {x y : ℝ} (hxy : x < y) (hy : y ≤ 0) :
    secular D V x < secular D V y := by
  have h : ∑ k, V k ^ 2 / (D k - x) ≤ ∑ k, V k ^ 2 / (D k - y) :=
    Finset.sum_le_sum fun k _ => term_mono (hD k) hxy.le hy
  unfold secular
  linarith

private lemma exists_root (hD : ∀ k, 0 < D k) : ∃ x ≤ 0, secular D V x = 0 := by
  -- look for a root between the second-order energy `a` and 0, endpoints included
  obtain ⟨a, ha⟩ : ∃ a, a = -∑ k, V k ^ 2 / (D k - 0) := ⟨_, rfl⟩
  have hs : 0 ≤ ∑ k, V k ^ 2 / (D k - 0) :=
    Finset.sum_nonneg fun k _ => div_nonneg (sq_nonneg _) (by linarith [hD k])
  have ha0 : a ≤ 0 := by linarith
  have h1 : secular D V a ≤ 0 := by
    have h : ∑ k, V k ^ 2 / (D k - a) ≤ ∑ k, V k ^ 2 / (D k - 0) :=
      Finset.sum_le_sum fun k _ => term_mono (hD k) ha0 le_rfl
    unfold secular
    linarith
  have h2 : 0 ≤ secular D V 0 := by
    unfold secular
    linarith
  have hc : ContinuousOn (fun x => secular D V x) (Set.Icc a 0) := by
    unfold secular
    refine ContinuousOn.add continuousOn_id (continuousOn_finsetSum _ fun k _ => ?_)
    refine ContinuousOn.div continuousOn_const (continuousOn_const.sub continuousOn_id) ?_
    intro x hx
    have h3 : 0 < D k - x := by linarith [hD k, hx.2]
    exact h3.ne'
  obtain ⟨x, hx, hx0⟩ := intermediate_value_Icc ha0 hc ⟨h1, h2⟩
  exact ⟨x, hx.2, hx0⟩

variable [DecidableEq ι]

private lemma mulVec_none (v : Option ι → ℝ) :
    (ciMatrix D V *ᵥ v) none = ∑ k, V k * v (some k) := by
  simp [Matrix.mulVec, dotProduct, Fintype.sum_option, ciMatrix]

private lemma mulVec_some (v : Option ι → ℝ) (k : ι) :
    (ciMatrix D V *ᵥ v) (some k) = V k * v none + D k * v (some k) := by
  simp [Matrix.mulVec, dotProduct, Fintype.sum_option, ciMatrix]

/-- A nonpositive energy is a level of the full Hamiltonian exactly when it solves
the secular equation. -/
theorem isLevel_iff_secular (hD : ∀ k, 0 < D k) {x : ℝ} (hx : x ≤ 0) :
    IsLevel (ciMatrix D V) x ↔ secular D V x = 0 := by
  have hne : ∀ k, D k - x ≠ 0 := fun k => by
    have h : 0 < D k - x := by linarith [hD k]
    exact h.ne'
  constructor
  · rintro ⟨v, hv, h⟩
    have h0 := congrFun h none
    rw [mulVec_none, Pi.smul_apply, smul_eq_mul] at h0
    -- eliminate the candidate amplitudes
    have hc : ∀ k, v (some k) = -(V k * v none) / (D k - x) := fun k => by
      have hk := congrFun h (some k)
      rw [mulVec_some, Pi.smul_apply, smul_eq_mul] at hk
      rw [eq_div_iff (hne k)]
      linear_combination hk
    have ha : v none ≠ 0 := by
      intro h'
      apply hv
      funext o
      rcases o with _ | k
      · exact h'
      · rw [hc k, h']
        simp
    have hs : ∑ k, V k * v (some k) = -((∑ k, V k ^ 2 / (D k - x)) * v none) := by
      rw [Finset.sum_mul, ← Finset.sum_neg_distrib]
      refine Finset.sum_congr rfl fun k _ => ?_
      rw [hc k]
      ring
    have hm : secular D V x * v none = 0 := by
      unfold secular
      linear_combination hs - h0
    exact (mul_eq_zero.mp hm).resolve_right ha
  · intro h
    refine ⟨fun o => o.elim 1 (fun k => -V k / (D k - x)), ?_, ?_⟩
    · intro h'
      simpa using congrFun h' none
    · funext o
      rcases o with _ | k
      · rw [mulVec_none]
        simp only [Option.elim_none, Option.elim_some, Pi.smul_apply, smul_eq_mul]
        have hs : ∑ k, V k * (-V k / (D k - x)) = -∑ k, V k ^ 2 / (D k - x) := by
          rw [← Finset.sum_neg_distrib]
          exact Finset.sum_congr rfl fun k _ => by ring
        unfold secular at h
        linarith
      · rw [mulVec_some]
        simp only [Option.elim_none, Option.elim_some, Pi.smul_apply, smul_eq_mul]
        have e : -V k / (D k - x) * (D k - x) = -V k := div_mul_cancel₀ _ (hne k)
        linear_combination e

/-- The ground energy is characterised as the nonpositive solution of the secular equation. -/
theorem isGroundEnergy_iff (hD : ∀ k, 0 < D k) {E : ℝ} :
    IsGroundEnergy (ciMatrix D V) E ↔ E ≤ 0 ∧ secular D V E = 0 := by
  have key : ∀ r ≤ 0, secular D V r = 0 → IsGroundEnergy (ciMatrix D V) r := by
    intro r hr h
    refine ⟨(isLevel_iff_secular hD hr).2 h, fun y hy => ?_⟩
    by_contra hlt
    have hyr : y < r := not_le.mp hlt
    have h1 := (isLevel_iff_secular hD (hyr.le.trans hr)).1 hy
    have h2 := secular_lt (V := V) hD hyr hr
    linarith
  constructor
  · intro hE
    obtain ⟨r, hr, h⟩ := exists_root (V := V) hD
    have hEr : E = r := IsLeast.unique hE (key r hr h)
    rw [hEr]
    exact ⟨hr, h⟩
  · rintro ⟨h1, h2⟩
    exact key E h1 h2

/-- The full Hamiltonian has a ground energy. -/
theorem exists_groundEnergy (hD : ∀ k, 0 < D k) : ∃ E, IsGroundEnergy (ciMatrix D V) E := by
  obtain ⟨r, hr, h⟩ := exists_root (V := V) hD
  exact ⟨r, (isGroundEnergy_iff hD).2 ⟨hr, h⟩⟩

private lemma pair_level_iff (d v x : ℝ) :
    IsLevel !![0, v; v, d] x ↔ IsLevel (ciMatrix (fun _ : Unit => d) (fun _ => v)) x := by
  constructor
  · rintro ⟨w, hw, h⟩
    have h0 := congrFun h 0
    have h1 := congrFun h 1
    simp [Matrix.mulVec, dotProduct, Fin.sum_univ_two] at h0 h1
    refine ⟨fun o => o.elim (w 0) (fun _ => w 1), ?_, ?_⟩
    · intro h'
      apply hw
      funext i
      fin_cases i
      · exact congrFun h' none
      · exact congrFun h' (some ())
    · funext o
      rcases o with _ | u
      · rw [mulVec_none]
        simpa using h0
      · rw [mulVec_some]
        simpa using h1
  · rintro ⟨w, hw, h⟩
    have h0 := congrFun h none
    have h1 := congrFun h (some ())
    rw [mulVec_none] at h0
    rw [mulVec_some] at h1
    simp at h0 h1
    refine ⟨![w none, w (some ())], ?_, ?_⟩
    · intro h'
      apply hw
      funext o
      rcases o with _ | u
      · exact congrFun h' 0
      · exact congrFun h' 1
    · funext i
      fin_cases i
      · simpa [Matrix.mulVec, dotProduct, Fin.sum_univ_two] using h0
      · simpa [Matrix.mulVec, dotProduct, Fin.sum_univ_two] using h1

/-- The ground energy of the reference with a single candidate is the nonpositive solution
of the two-state secular equation. -/
theorem pair_isGroundEnergy_iff {d v e : ℝ} (hd : 0 < d) :
    IsGroundEnergy !![0, v; v, d] e ↔ e ≤ 0 ∧ e + v ^ 2 / (d - e) = 0 := by
  have h := isGroundEnergy_iff (D := fun _ : Unit => d) (V := fun _ => v) (E := e) (fun _ => hd)
  simp only [IsGroundEnergy, pair_level_iff]
  exact h.trans (by simp [secular])

/-- Keeping only the candidates in `s` raises the ground energy from `E` to `Es` by an amount
between 0 and the summed magnitudes of the two-state energies of the discarded candidates. -/
theorem neglected_energy_bounds (hD : ∀ k, 0 < D k) (s : Finset ι) {Es E : ℝ} {e : ι → ℝ}
    (hs : IsGroundEnergy (ciMatrix (fun k : s => D k) (fun k : s => V k)) Es)
    (hE : IsGroundEnergy (ciMatrix D V) E)
    (he : ∀ k ∉ s, IsGroundEnergy !![0, V k; V k, D k] (e k)) :
    ∑ k ∈ sᶜ, e k ≤ E - Es ∧ E ≤ Es := by
  obtain ⟨hs0, hs1⟩ := (isGroundEnergy_iff (fun k : s => hD k)).1 hs
  obtain ⟨hE0, hE1⟩ := (isGroundEnergy_iff hD).1 hE
  have hs2 : Es + ∑ k ∈ s, V k ^ 2 / (D k - Es) = 0 := by
    rw [← Finset.sum_coe_sort s (fun k => V k ^ 2 / (D k - Es))]
    exact hs1
  have he' : ∀ k ∈ sᶜ, e k ≤ 0 ∧ e k + V k ^ 2 / (D k - e k) = 0 := fun k hk =>
    (pair_isGroundEnergy_iff (hD k)).1 (he k (Finset.mem_compl.mp hk))
  have split : ∀ x, secular D V x = x + (∑ k ∈ s, V k ^ 2 / (D k - x)
      + ∑ k ∈ sᶜ, V k ^ 2 / (D k - x)) := fun x => by
    rw [Finset.sum_add_sum_compl]
    rfl
  constructor
  · by_contra hlt
    obtain ⟨T, hT⟩ : ∃ T, T = Es + ∑ k ∈ sᶜ, e k := ⟨_, rfl⟩
    have hsum : ∑ k ∈ sᶜ, e k ≤ 0 := Finset.sum_nonpos fun k hk => (he' k hk).1
    have hTe : ∀ k ∈ sᶜ, T ≤ e k := fun k hk => by
      have h := Finset.single_le_sum (f := fun i => -e i)
        (fun i hi => neg_nonneg.mpr (he' i hi).1) hk
      simp only [Finset.sum_neg_distrib] at h
      linarith
    -- the secular function is nonpositive at the summed estimate `T`
    have h1 : ∑ k ∈ s, V k ^ 2 / (D k - T) ≤ ∑ k ∈ s, V k ^ 2 / (D k - Es) :=
      Finset.sum_le_sum fun k _ => term_mono (hD k) (by linarith) hs0
    have h2 : ∑ k ∈ sᶜ, V k ^ 2 / (D k - T) ≤ ∑ k ∈ sᶜ, -e k :=
      Finset.sum_le_sum fun k hk => by
        have h := term_mono (v := V k) (hD k) (hTe k hk) (he' k hk).1
        linarith [(he' k hk).2]
    rw [Finset.sum_neg_distrib] at h2
    have h3 : E < T := by linarith [not_le.mp hlt]
    have h4 := secular_lt (V := V) hD h3 (by linarith)
    have h5 := split T
    linarith
  · by_contra hlt
    have h1 := secular_lt (V := V) hD (not_le.mp hlt) hE0
    have h2 : 0 ≤ ∑ k ∈ sᶜ, V k ^ 2 / (D k - Es) :=
      Finset.sum_nonneg fun k _ => div_nonneg (sq_nonneg _) (by linarith [hD k])
    have h3 := split Es
    linarith

/-- The ground energy lies between the sum of all two-state energies and each single one. -/
theorem sum_pair_le_ground_le_pair (hD : ∀ k, 0 < D k) {E : ℝ} {e : ι → ℝ}
    (hE : IsGroundEnergy (ciMatrix D V) E)
    (he : ∀ k, IsGroundEnergy !![0, V k; V k, D k] (e k)) :
    ∑ k, e k ≤ E ∧ ∀ j, E ≤ e j := by
  constructor
  · -- select no candidate at all: the reference alone has energy 0
    have h0 : IsGroundEnergy (ciMatrix (fun k : (∅ : Finset ι) => D k)
        (fun k : (∅ : Finset ι) => V k)) 0 :=
      (isGroundEnergy_iff (fun k : (∅ : Finset ι) => hD k)).2 ⟨le_rfl, by simp [secular]⟩
    have h := (neglected_energy_bounds hD ∅ h0 hE (fun k _ => he k)).1
    simpa using h
  · intro j
    obtain ⟨hE0, hE1⟩ := (isGroundEnergy_iff hD).1 hE
    obtain ⟨hj0, hj1⟩ := (pair_isGroundEnergy_iff (hD j)).1 (he j)
    by_contra hlt
    have h1 := secular_lt (V := V) hD (not_le.mp hlt) hE0
    have h2 : V j ^ 2 / (D j - e j) ≤ ∑ k, V k ^ 2 / (D k - e j) :=
      Finset.single_le_sum (f := fun k => V k ^ 2 / (D k - e j))
        (fun k _ => div_nonneg (sq_nonneg (V k)) (by linarith [hD k])) (Finset.mem_univ j)
    have h3 : secular D V (e j) = e j + ∑ k, V k ^ 2 / (D k - e j) := rfl
    linarith

end

end SelectedCI
```

```lean
#print axioms SelectedCI.exists_groundEnergy
-- 'SelectedCI.exists_groundEnergy' depends on axioms: [propext, Classical.choice, Quot.sound]
#print axioms SelectedCI.neglected_energy_bounds
-- 'SelectedCI.neglected_energy_bounds' depends on axioms: [propext, Classical.choice, Quot.sound]
#print axioms SelectedCI.sum_pair_le_ground_le_pair
-- 'SelectedCI.sum_pair_le_ground_le_pair' depends on axioms: [propext, Classical.choice, Quot.sound]
```

## What the theorems say about the Hamiltonian

The finite type `ι` labels the candidates, and `Option ι` adds the reference as `none`. The functions `D` and `V` hold the candidate energies and couplings, and `ciMatrix D V` is the Hamiltonian in an orthonormal basis. Its zero entries between different candidates express the absence of mutual coupling.

`IsLevel A x` says that `x` has a nonzero real eigenvector, and `IsGroundEnergy A E` says that `E` is the least such level. The ground energy is thus defined through the spectrum, and the secular equation is derived from it. The two-state problem is the literal matrix `!![0, V k; V k, D k]`.

`neglected_energy_bounds` is the statement for selection. The finite set `s` holds the retained candidates, `sᶜ` the discarded ones, and `Es` is the ground energy of the same kind of matrix built on `s`. The theorem needs two-state energies only for discarded candidates, and concludes `∑ k ∈ sᶜ, e k ≤ E - Es ∧ E ≤ Es`. `sum_pair_le_ground_le_pair` is the inequality you asked about. `exists_groundEnergy` shows that the full ground energy exists; applied to the smaller candidate set, it does the same for the selected space.

The hypothesis `hD : ∀ k, 0 < D k` says that every candidate lies above the reference. Every theorem in the file assumes this (`hd` in the two-state case), even where its docstring does not repeat it. All energies are measured from the reference, so the estimates \(e_k\) are negative or zero, and the sum of their magnitudes over the discarded candidates bounds the magnitude of the neglected energy. The estimates always use the original reference at energy 0, not the ground state of the selected space.

For selected CI this gives a truncation bound in a finite model with mutually uncoupled candidates. In a molecular calculation some of the candidate determinants usually do couple to each other, and then the summed estimate does not inherit the guarantee.

## How the proof follows the algebra

`term_mono` is the monotonicity of a single fraction, and `secular_lt` sums it to show that \(F\), called `secular`, is strictly increasing at nonpositive energies. `exists_root` evaluates `secular` at \(a\) and at 0, checks continuity by keeping the denominators positive, and applies `intermediate_value_Icc`.

`mulVec_none` and `mulVec_some` write out the two eigenvalue equations. In `isLevel_iff_secular`, the forward direction solves for the candidate amplitudes in `hc`, shows in `ha` that the reference amplitude is nonzero, and uses `linear_combination` to obtain \(F(x)c_0=0\). The reverse direction supplies the eigenvector with reference amplitude 1 and checks both equations.

`isGroundEnergy_iff` combines these results: a nonpositive root is a level, and a lower level would contradict strict monotonicity. For the two-state matrix, `pair_level_iff` carries eigenvectors over to a `ciMatrix` with a single candidate, so `pair_isGroundEnergy_iff` follows from the general case.

In `neglected_energy_bounds`, `split` separates the secular sum into retained and discarded parts. The facts `h1` and `h2` bound these parts at \(T\), as in the estimate of \(F(T)\) above. Lean argues by contradiction: if \(E<T\), then `secular_lt` gives \(0=F(E)<F(T)\), against \(F(T)\le0\). The upper bound uses \(F(E_s)\ge0\) in the same way.

The last theorem applies this result to the empty selection, whose ground energy is 0, to get \(\sum_k e_k\le E\). For \(E\le e_j\), `Finset.single_le_sum` says that one nonnegative fraction is at most the whole sum, and `secular_lt` again rules out the opposite order.
